# Proper rotations reach every ordered set of k real orthonormal orbitals in n dimensions when k < n

A set of occupied orbitals is represented here by a matrix whose columns come in a fixed order, and not by the subspace that those columns span. Two sets count as equal only if they agree column by column, signs included. This matters for the determinant of the rotation matrix. Reversing the sign of one orbital leaves the span alone and changes the Slater determinant of the occupied orbitals only by an overall sign, so the physical state is the same. But it gives a different ordered set, which a rotation must reach exactly.

Let $A$ and $B$ be real $n\times k$ matrices with columns $a_j$ and $b_j$, $j=0,\dots,k-1$. Each column holds the coefficients of one orbital in an orthonormal basis of $n$ functions. A proper rotation is a real $n\times n$ matrix $R$ with $R^TR=1$ and $\det R=1$. The claim is that for $k<n$

$$\text{a proper rotation } R \text{ with } RA=B \text{ exists} \iff A^TA=B^TB .$$

If both sets are orthonormal, both overlap matrices are the identity, and such an $R$ always exists.

Orbital optimisers that write the rotation as the exponential of a real antisymmetric matrix produce only determinant 1. For real orbitals in a finite orthonormal basis with at least one virtual orbital, the restriction to determinant 1 excludes no ordered orthonormal set.

## Matching the orbitals by reflections, then correcting the determinant

**Reflections.** For a nonzero vector $v$ put $c=2/(v\cdot v)$ and $H_v=1-c\,vv^T$. Then

$$H_vx=x-\frac{2\,(v\cdot x)}{v\cdot v}\,v .$$

The matrix is symmetric, and since $c\,(v\cdot v)=2$,

$$H_v^TH_v=1-2c\,vv^T+c^2(v\cdot v)\,vv^T=1 .$$

The identity $\det(1+UW)=\det(1+WU)$, with the column $U=-cv$ and the row $W=v^T$, gives $\det H_v=1-c\,(v\cdot v)=-1$.

**One orbital.** Let $x\cdot x=y\cdot y$. If $x=y$, the identity matrix takes $x$ to $y$. Otherwise take $v=x-y$. Then

$$v\cdot v=2\,x\cdot x-2\,x\cdot y=2\,(v\cdot x),$$

so $H_vx=x-v=y$. Any $z$ with $x\cdot z=y\cdot z$ satisfies $v\cdot z=0$ and is left fixed.

**All orbitals.** Assume $A^TA=B^TB$, that is, $a_i\cdot a_j=b_i\cdot b_j$ for all $i,j$. Start with $R=1$ and no orbital matched. Suppose an orthogonal $R$ satisfies $Ra_j=b_j$ for all $j$ in a set $s$, and let $i$ be a further index. The vectors $x=Ra_i$ and $y=b_i$ have equal length, because $R$ preserves dot products. For $j\in s$,

$$x\cdot b_j=(Ra_i)\cdot(Ra_j)=a_i\cdot a_j=b_i\cdot b_j=y\cdot b_j .$$

The previous step therefore supplies an orthogonal $Q$ that takes $Ra_i$ to $b_i$ and fixes every $b_j$ already reached. The product $QR$ matches one orbital more. After $k$ such steps $RA=B$.

**The determinant.** From $R^TR=1$ we get $(\det R)^2=1$. If $\det R=1$, nothing remains to be done. If $\det R=-1$, use $k<n$: the $k$ homogeneous equations $v\cdot b_j=0$ in $n$ unknowns have a nonzero solution $v$, a virtual vector. The reflection $H_v$ fixes every $b_j$, so $H_vRA=B$, and $\det(H_vR)=1$.

**The converse.** If $RA=B$ with $R^TR=1$, then $B^TB=A^TR^TRA=A^TA$.

**No virtual orbital.** Let $k=n$ and let both sets be orthonormal. A proper $R$ with $RA=B$ forces $\det B=\det A$. Conversely, if the determinants agree, $R=BA^T$ is orthogonal, satisfies $RA=BA^TA=B$, and has $\det R=\det B\,\det A=(\det A)^2=1$. For $n\ge1$, reversing the sign of one column of $A$ thus gives a set that no proper rotation reaches.

## One orbital in a plane

Take $n=2$, $k=1$, $a_0=(1,0)$ and $b_0=(\tfrac35,\tfrac45)$. Then $a_0-b_0=(\tfrac25,-\tfrac45)$ has squared length $\tfrac45$, and its reflection is

$$H=\begin{pmatrix}\tfrac35&\tfrac45\\ \tfrac45&-\tfrac35\end{pmatrix},\qquad Ha_0=b_0,\qquad \det H=-1 .$$

The vector $w=(-\tfrac45,\tfrac35)$ is orthogonal to $b_0$. Reflecting in it as well gives

$$H_wH=\begin{pmatrix}-\tfrac7{25}&\tfrac{24}{25}\\ \tfrac{24}{25}&\tfrac7{25}\end{pmatrix}\begin{pmatrix}\tfrac35&\tfrac45\\ \tfrac45&-\tfrac35\end{pmatrix}=\begin{pmatrix}\tfrac35&-\tfrac45\\ \tfrac45&\tfrac35\end{pmatrix},$$

a proper rotation that still takes $a_0$ to $b_0$. If both columns are occupied, with $A=1$ and $B=H$, the determinants are $1$ and $-1$, and no proper rotation joins the two sets.

## Orbitals and rotations as Lean matrices

A single orbital is a function `Fin n → ℝ`, and an ordered set is a `Matrix (Fin n) (Fin k) ℝ`. The dot product is written `⬝ᵥ`, and the action of a matrix on a vector `*ᵥ`. A proper rotation is an ordinary square matrix with the two conditions `Rᵀ * R = 1` and `R.det = 1`.

```lean
import Mathlib

open Matrix

namespace ProperOrbitalRotations

noncomputable section
```

The reflection $H_v$ is defined for every `v`; `vecMulVec v v` is the matrix $vv^T$. At `v = 0` the matrix $vv^T$ is zero and the definition gives the identity, so the determinant statement below requires `v ≠ 0`.

```lean
/-- The Householder matrix `1 - 2 v vᵀ / (v · v)` of a real orbital vector `v`. -/
def householder {n : ℕ} (v : Fin n → ℝ) : Matrix (Fin n) (Fin n) ℝ :=
  1 - (2 / (v ⬝ᵥ v)) • vecMulVec v v
```

The formula for $H_vx$ follows from $(vv^T)x=(v\cdot x)\,v$, which is the auxiliary fact `h`.

```lean
/-- The Householder matrix subtracts from `x` twice its component along `v`. -/
theorem householder_mulVec {n : ℕ} (v x : Fin n → ℝ) :
    householder v *ᵥ x = x - (2 * (v ⬝ᵥ x) / (v ⬝ᵥ v)) • v := by
  have h : vecMulVec v v *ᵥ x = (v ⬝ᵥ x) • v := by
    ext i
    simp only [mulVec, dotProduct, vecMulVec_apply, Pi.smul_apply, smul_eq_mul,
      Finset.sum_mul]
    exact Finset.sum_congr rfl (fun j _ => by ring)
  rw [householder, Matrix.sub_mulVec, Matrix.one_mulVec, Matrix.smul_mulVec, h, smul_smul,
    div_mul_eq_mul_div]
```

The next proof replaces $2/(v\cdot v)$ by a letter `c` and keeps only the relation `hc`, $c\,(v\cdot v)=2$. The first half expands the square as above. The second half writes the reflection as `1 + U * W` and reduces its determinant to that of a $1\times1$ matrix.

```lean
/-- Reflection in a nonzero vector is an orthogonal transformation of determinant `-1`. -/
theorem householder_improper {n : ℕ} (v : Fin n → ℝ) (hv : v ≠ 0) :
    (householder v)ᵀ * householder v = 1 ∧ (householder v).det = -1 := by
  have hd : v ⬝ᵥ v ≠ 0 := fun h => hv (dotProduct_self_eq_zero.mp h)
  have hc : 2 / (v ⬝ᵥ v) * (v ⬝ᵥ v) = 2 := div_mul_cancel₀ 2 hd
  unfold householder
  generalize 2 / (v ⬝ᵥ v) = c at hc ⊢
  constructor
  · have hT : (vecMulVec v v)ᵀ = vecMulVec v v := by
      ext i j
      simp only [transpose_apply, vecMulVec_apply]
      ring
    have hP : vecMulVec v v * vecMulVec v v = (v ⬝ᵥ v) • vecMulVec v v := by
      ext i j
      simp only [Matrix.mul_apply, vecMulVec_apply, Matrix.smul_apply, smul_eq_mul,
        dotProduct, Finset.sum_mul]
      exact Finset.sum_congr rfl (fun l _ => by ring)
    have hcc : c * c * (v ⬝ᵥ v) = 2 * c := by linear_combination c * hc
    rw [transpose_sub, transpose_one, transpose_smul, hT]
    calc (1 - c • vecMulVec v v) * (1 - c • vecMulVec v v)
        = 1 - (2 * c) • vecMulVec v v + (c * c) • (vecMulVec v v * vecMulVec v v) := by
          simp only [sub_mul, mul_sub, one_mul, mul_one, smul_mul_assoc, mul_smul_comm]
          module
      _ = 1 := by rw [hP, smul_smul, hcc, sub_add_cancel]
  · -- the determinant of a rank-one update reduces to a 1 by 1 determinant
    let U : Matrix (Fin n) (Fin 1) ℝ := Matrix.of fun i _ => -c * v i
    let W : Matrix (Fin 1) (Fin n) ℝ := Matrix.of fun _ j => v j
    have hUW : 1 - c • vecMulVec v v = 1 + U * W := by
      ext i j
      simp only [U, W, Matrix.sub_apply, Matrix.add_apply, Matrix.smul_apply,
        vecMulVec_apply, Matrix.mul_apply, Matrix.of_apply, smul_eq_mul,
        Finset.univ_unique, Finset.sum_singleton]
      ring
    have hWU : (W * U) 0 0 = -c * (v ⬝ᵥ v) := by
      simp only [U, W, Matrix.mul_apply, Matrix.of_apply, dotProduct, Finset.mul_sum]
      exact Finset.sum_congr rfl (fun l _ => by ring)
    rw [hUW, Matrix.det_one_add_mul_comm, Matrix.det_fin_one, Matrix.add_apply, hWU,
      Matrix.one_apply_eq]
    linear_combination -hc
```

The one-orbital step treats `x = y` separately and otherwise reflects in `x - y`. The identity $v\cdot v=2\,(v\cdot x)$ appears as `h2`. The last clause of the statement, about every `z` with equal overlaps, is what protects the orbitals already matched.

```lean
/-- Two vectors of equal length are joined by an orthogonal transformation that fixes every
vector having the same overlap with both. -/
theorem exists_orthogonal_step {n : ℕ} (x y : Fin n → ℝ) (h : x ⬝ᵥ x = y ⬝ᵥ y) :
    ∃ Q : Matrix (Fin n) (Fin n) ℝ, Qᵀ * Q = 1 ∧ Q *ᵥ x = y ∧
      ∀ z, x ⬝ᵥ z = y ⬝ᵥ z → Q *ᵥ z = z := by
  by_cases hxy : x = y
  · exact ⟨1, by simp, by simp [hxy], fun z _ => by simp⟩
  have hv : x - y ≠ 0 := sub_ne_zero.mpr hxy
  have hd : (x - y) ⬝ᵥ (x - y) ≠ 0 := fun h0 => hv (dotProduct_self_eq_zero.mp h0)
  refine ⟨householder (x - y), (householder_improper _ hv).1, ?_, fun z hz => ?_⟩
  · have h2 : (x - y) ⬝ᵥ (x - y) = 2 * ((x - y) ⬝ᵥ x) := by
      have hs : x ⬝ᵥ y = y ⬝ᵥ x := dotProduct_comm x y
      simp only [sub_dotProduct, dotProduct_sub]
      linear_combination -h - hs
    rw [householder_mulVec, ← h2, div_self hd, one_smul, sub_sub_cancel]
  · have h0 : (x - y) ⬝ᵥ z = 0 := by rw [sub_dotProduct, hz, sub_self]
    rw [householder_mulVec, h0, mul_zero, zero_div, zero_smul, sub_zero]
```

Successive steps are combined by multiplication, which preserves orthogonality.

```lean
/-- The product of two orthogonal transformations is orthogonal. -/
theorem orthogonal_mul {n : ℕ} {Q R : Matrix (Fin n) (Fin n) ℝ}
    (hQ : Qᵀ * Q = 1) (hR : Rᵀ * R = 1) : (Q * R)ᵀ * (Q * R) = 1 := by
  rw [transpose_mul, Matrix.mul_assoc, ← Matrix.mul_assoc Qᵀ, hQ, Matrix.one_mul, hR]
```

The families `a` and `b` are now indexed by orbital, so `a i` is the whole vector $a_i$. The induction runs over finite sets `s` of orbital indices. Within it, `hdot` says that `R` preserves dot products, and `hz` is the chain of equalities showing that `b j` has the same overlap with `R *ᵥ a i` as with `b i`. Taking `s` to be the set of all indices gives the result. The condition `k < n` is not needed here, and the determinant of the resulting matrix is left open.

```lean
/-- Two ordered families of orbitals with the same overlap matrix are joined, orbital by orbital, by
an orthogonal transformation. -/
theorem exists_orthogonal_of_overlaps {n k : ℕ} (a b : Fin k → Fin n → ℝ)
    (h : ∀ i j, a i ⬝ᵥ a j = b i ⬝ᵥ b j) :
    ∃ R : Matrix (Fin n) (Fin n) ℝ, Rᵀ * R = 1 ∧ ∀ j, R *ᵥ a j = b j := by
  have key : ∀ s : Finset (Fin k), ∃ R : Matrix (Fin n) (Fin n) ℝ,
      Rᵀ * R = 1 ∧ ∀ j ∈ s, R *ᵥ a j = b j := by
    intro s
    induction s using Finset.induction_on with
    | empty => exact ⟨1, by simp, by simp⟩
    | insert i s hi ih =>
      obtain ⟨R, hR, hs⟩ := ih
      have hdot : ∀ x y, (R *ᵥ x) ⬝ᵥ (R *ᵥ y) = x ⬝ᵥ y := by
        intro x y
        rw [Matrix.dotProduct_mulVec, ← Matrix.mulVec_transpose, Matrix.mulVec_mulVec, hR,
          Matrix.one_mulVec]
      -- move the next orbital into place; those already matched stay fixed
      obtain ⟨Q, hQ, hQi, hfix⟩ :=
        exists_orthogonal_step (R *ᵥ a i) (b i) ((hdot _ _).trans (h i i))
      refine ⟨Q * R, orthogonal_mul hQ hR, fun j hj => ?_⟩
      rw [← Matrix.mulVec_mulVec]
      rcases Finset.mem_insert.mp hj with rfl | hj
      · exact hQi
      · have hz : (R *ᵥ a i) ⬝ᵥ b j = b i ⬝ᵥ b j := by
          calc (R *ᵥ a i) ⬝ᵥ b j = (R *ᵥ a i) ⬝ᵥ (R *ᵥ a j) := by rw [hs j hj]
            _ = b i ⬝ᵥ b j := (hdot _ _).trans (h i j)
        rw [hs j hj, hfix _ hz]
  obtain ⟨R, hR, hs⟩ := key Finset.univ
  exact ⟨R, hR, fun j => hs j (Finset.mem_univ j)⟩
```

The virtual vector is obtained by contradiction. If only $v=0$ were orthogonal to all the $b_j$, the linear map $v\mapsto(b_j\cdot v)_j$ from $\mathbb R^n$ to $\mathbb R^k$ would be injective, which would give $n\le k$.

```lean
/-- Fewer than `n` orbitals in an `n`-dimensional space leave a nonzero vector orthogonal
to all of them. -/
theorem exists_virtual {n k : ℕ} (hk : k < n) (b : Fin k → Fin n → ℝ) :
    ∃ v : Fin n → ℝ, v ≠ 0 ∧ ∀ j, v ⬝ᵥ b j = 0 := by
  by_contra hne
  have hinj : Function.Injective (Matrix.mulVecLin (Matrix.of b)) := by
    refine LinearMap.ker_eq_bot.mp (LinearMap.ker_eq_bot'.mpr fun v hv => ?_)
    by_contra h0
    exact hne ⟨v, h0, fun j => (dotProduct_comm _ _).trans (congrFun hv j)⟩
  have hle := LinearMap.finrank_le_finrank_of_injective hinj
  simp only [Module.finrank_fin_fun] at hle
  omega
```

The main theorem reads: for `k < n` and arbitrary real `A` and `B`, a matrix with $R^TR=1$, $\det R=1$ and $RA=B$ exists if and only if $A^TA=B^TB$. The columns need be neither normalised nor linearly independent, and `k = 0` is allowed.

The forward direction is the invariance of overlaps. For the other, the proof passes to columns, obtains an orthogonal `R`, and splits on `R.det` being $1$ or $-1$. In the second case it multiplies by the reflection in the virtual vector, and `hfix` confirms that each column of `B` stays in place.

```lean
/-- With fewer orbitals than dimensions, a proper rotation carries the ordered orbitals `A`
to the ordered orbitals `B` exactly when their overlap matrices agree. -/
theorem proper_rotation_iff_overlap {n k : ℕ} (hk : k < n) (A B : Matrix (Fin n) (Fin k) ℝ) :
    (∃ R : Matrix (Fin n) (Fin n) ℝ, Rᵀ * R = 1 ∧ R.det = 1 ∧ R * A = B) ↔
      Aᵀ * A = Bᵀ * B := by
  constructor
  · rintro ⟨R, hR, -, rfl⟩
    rw [transpose_mul, Matrix.mul_assoc, ← Matrix.mul_assoc Rᵀ, hR, Matrix.one_mul]
  intro hG
  obtain ⟨R, hR, hcol⟩ := exists_orthogonal_of_overlaps (fun j i => A i j) (fun j i => B i j)
    (fun i j => by
      simpa [Matrix.mul_apply, dotProduct] using congrFun (congrFun hG i) j)
  have hRA : R * A = B := by
    ext i j
    simpa [Matrix.mul_apply, mulVec, dotProduct] using congrFun (hcol j) i
  have hdet : R.det * R.det = 1 := by
    simpa [Matrix.det_mul, Matrix.det_transpose] using congrArg Matrix.det hR
  rcases mul_self_eq_one_iff.mp hdet with h1 | h1
  · exact ⟨R, hR, h1, hRA⟩
  -- an improper transformation is corrected by reflecting a virtual orbital
  obtain ⟨v, hv, hvB⟩ := exists_virtual hk (fun j i => B i j)
  obtain ⟨hH, hHdet⟩ := householder_improper v hv
  refine ⟨householder v * R, orthogonal_mul hH hR, ?_, ?_⟩
  · rw [Matrix.det_mul, hHdet, h1]
    norm_num
  · rw [Matrix.mul_assoc, hRA]
    ext i j
    have hfix : householder v *ᵥ (fun l => B l j) = fun l => B l j := by
      rw [householder_mulVec, hvB j, mul_zero, zero_div, zero_smul, sub_zero]
    simpa [Matrix.mul_apply, mulVec, dotProduct] using congrFun hfix i
```

For orthonormal orbitals both overlap matrices equal `1`, so the condition holds automatically. In geometric terms, for $k<n$ the proper rotations act transitively on the Stiefel manifold of $n\times k$ matrices with orthonormal columns. The theorem supplies a rotation but no continuous path of orbitals. It concerns real coefficients in an orthonormal basis; for a basis with a nontrivial overlap matrix, it can be applied to the coefficients obtained after orthogonalising the basis.

```lean
/-- When a virtual orbital exists, a proper rotation carries any ordered set of orthonormal
occupied orbitals to any other. -/
theorem proper_rotation_of_orthonormal {n k : ℕ} (hk : k < n)
    (A B : Matrix (Fin n) (Fin k) ℝ) (hA : Aᵀ * A = 1) (hB : Bᵀ * B = 1) :
    ∃ R : Matrix (Fin n) (Fin n) ℝ, Rᵀ * R = 1 ∧ R.det = 1 ∧ R * A = B :=
  (proper_rotation_iff_overlap hk A B).mpr (hA.trans hB.symm)
```

The last theorem takes `A` and `B` square, so that every orbital is occupied. Its proof uses $R=BA^T$. The relation $AA^T=1$, used for the orthogonality and the determinant of this matrix, comes from $A^TA=1$ because `A` is square.

```lean
/-- Without virtual orbitals, a proper rotation joins two ordered orthonormal sets exactly
when their determinants agree. -/
theorem proper_rotation_iff_det_of_full {n : ℕ} (A B : Matrix (Fin n) (Fin n) ℝ)
    (hA : Aᵀ * A = 1) (hB : Bᵀ * B = 1) :
    (∃ R : Matrix (Fin n) (Fin n) ℝ, Rᵀ * R = 1 ∧ R.det = 1 ∧ R * A = B) ↔
      A.det = B.det := by
  constructor
  · rintro ⟨R, -, hdet, hRA⟩
    rw [← hRA, Matrix.det_mul, hdet, one_mul]
  · intro h
    have hA' : A * Aᵀ = 1 := mul_eq_one_comm.mp hA
    have hAT : (Aᵀ)ᵀ * Aᵀ = 1 := by rw [transpose_transpose, hA']
    refine ⟨B * Aᵀ, orthogonal_mul hB hAT, ?_, ?_⟩
    · rw [Matrix.det_mul, ← h, ← Matrix.det_mul, hA', Matrix.det_one]
    · rw [Matrix.mul_assoc, hA, Matrix.mul_one]

end

end ProperOrbitalRotations
```

```lean
#print axioms ProperOrbitalRotations.proper_rotation_of_orthonormal
#print axioms ProperOrbitalRotations.proper_rotation_iff_det_of_full
```

```
'ProperOrbitalRotations.proper_rotation_of_orthonormal' depends on axioms: [propext, Classical.choice, Quot.sound]
'ProperOrbitalRotations.proper_rotation_iff_det_of_full' depends on axioms: [propext, Classical.choice, Quot.sound]
```
